# After the first Newton step for the Fermi level at a given Boltzmann carrier density, each further step leaves an error at most half the square of the last

In the Boltzmann approximation the carrier density, in units of the effective density of states, is `exp m` at reduced Fermi level `m`, so a density `n > 0` fixes the level at `log n`. The theorem `levelError_quadratic` concerns Newton's method for `exp m - n = 0`, in exact real arithmetic and from any real starting level. It states that the error after `k + 2` steps is at most half the square of the error after `k + 1` steps, for every natural number `k`. The proof writes `e` for the earlier error, which is known to be non-negative, and the next error as `e - 1 + exp (-e)`. It then seeks the bound `exp (-e) ≤ 1 - e + e ^ 2 / 2`, starting from `1 + e + e ^ 2 / 2 ≤ exp e`.

Lean 4 with Mathlib refuses this proof:

```lean
import Mathlib

open Filter Topology

namespace LevelErrorQuadratic

noncomputable section

/-- Excess of the Boltzmann carrier density `exp m` at reduced Fermi level `m` over the
required density `n`, both in units of the effective density of states. -/
def residual (n m : ℝ) : ℝ := Real.exp m - n

/-- One step of Newton's method for `f m = 0`, meaningful where the derivative of `f` at `m` is
nonzero. -/
def newtonStep (f : ℝ → ℝ) (m : ℝ) : ℝ := m - f m / deriv f m

/-- The reduced Fermi level after `k` Newton steps for the density `n`, started at `m₀`. -/
def fermiIterate (n m₀ : ℝ) (k : ℕ) : ℝ := (newtonStep (residual n))^[k] m₀

/-- The error after `k` Newton steps: the iterate minus the exact reduced Fermi level `log n`,
for a density `n > 0`. -/
def levelError (n m₀ : ℝ) (k : ℕ) : ℝ := fermiIterate n m₀ k - Real.log n

/-- For a positive density, one Newton step turns the error `e = m - log n` into
`e - 1 + exp (-e)`. -/
theorem newtonStep_error {n : ℝ} (hn : 0 < n) (m : ℝ) :
    newtonStep (residual n) m - Real.log n
      = (m - Real.log n) - 1 + Real.exp (-(m - Real.log n)) := by
  -- the slope of the density is the density itself
  have h : HasDerivAt (residual n) (Real.exp m) m := (Real.hasDerivAt_exp m).sub_const n
  have h2 : residual n m / Real.exp m = 1 - n / Real.exp m := by
    rw [residual, sub_div, div_self (Real.exp_ne_zero m)]
  rw [newtonStep, h.deriv, h2, neg_sub, Real.exp_sub, Real.exp_log hn]
  ring

/-- For a positive density, successive errors of the Newton iteration obey
`e ↦ e - 1 + exp (-e)`. -/
theorem levelError_succ {n : ℝ} (hn : 0 < n) (m₀ : ℝ) (k : ℕ) :
    levelError n m₀ (k + 1)
      = levelError n m₀ k - 1 + Real.exp (-levelError n m₀ k) := by
  unfold levelError fermiIterate
  rw [Function.iterate_succ_apply']
  exact newtonStep_error hn _

/-- For a positive density, the Fermi level is never underestimated after the first
Newton step. -/
theorem levelError_nonneg {n : ℝ} (hn : 0 < n) (m₀ : ℝ) (k : ℕ) :
    0 ≤ levelError n m₀ (k + 1) := by
  have h := levelError_succ hn m₀ k
  have h2 := Real.add_one_le_exp (-levelError n m₀ k)
  linarith

/-- For a positive density, every Newton step after the first gives an error at most half the square
of the previous one. -/
theorem levelError_quadratic {n : ℝ} (hn : 0 < n) (m₀ : ℝ) (k : ℕ) :
    levelError n m₀ (k + 2) ≤ levelError n m₀ (k + 1) ^ 2 / 2 := by
  have h : levelError n m₀ (k + 2) = _ := levelError_succ hn m₀ (k + 1)
  have hpos := levelError_nonneg hn m₀ k
  rw [h]
  generalize levelError n m₀ (k + 1) = e at hpos ⊢
  -- compare `exp (-e)` with its second-order Taylor polynomial
  have hq := Real.quadratic_le_exp_of_nonneg hpos
  have hprod : Real.exp (-e) * Real.exp e = 1 := by
    rw [← Real.exp_add, neg_add_cancel, Real.exp_zero]
  have h1 : Real.exp (-e) * (1 + e + e ^ 2 / 2) ≤ 1 := by
    rw [← hprod]
    exact mul_le_mul_of_nonneg_left hq (Real.exp_pos _).le
  have h2 : 1 ≤ (1 - e + e ^ 2 / 2) * (1 + e + e ^ 2 / 2) := by
    nlinarith [sq_nonneg (e ^ 2)]
  have h3 : 0 < 1 + e + e ^ 2 / 2 := by positivity
  have h4 : Real.exp (-e) ≤ 1 - e + e ^ 2 / 2 :=
    le_of_mul_le_mul_right (h1.trans h2) h3
  linarith

end

end LevelErrorQuadratic
```

The error:

```
Main.lean:67:36: error: Application type mismatch: The argument
  hq
has type
  1 + e + e ^ 2 / 2 ≤ Real.exp e
but is expected to have type
  Real.exp (-e) * Real.exp e + e + e ^ 2 / 2 ≤ Real.exp e
in the application
  mul_le_mul_of_nonneg_left hq
```

The error arises in the proof of `h1`, whose goal is `Real.exp (-e) * (1 + e + e ^ 2 / 2) ≤ 1`. The step `rw [← hprod]` was needed only to turn the 1 on the right into `Real.exp (-e) * Real.exp e`. But `rw` replaces every instance of the pattern, and the 1 that begins the polynomial on the left is another. The polynomial therefore became `Real.exp (-e) * Real.exp e + e + e ^ 2 / 2`, as the message shows in the expected type. The hypothesis `hq` still has the plain `1` there, and Lean does not accept the one inequality for the other, though `hprod` proves the two expressions equal.

The repair drops the rewrite and uses a `calc` chain. Its first step multiplies `hq` by the non-negative `Real.exp (-e)`, with the polynomial left as it was, and its second uses `hprod` to replace the product `Real.exp (-e) * Real.exp e` by 1.

The mended proof, as a diff:

```diff
@@ -63,7 +63,9 @@
   have hprod : Real.exp (-e) * Real.exp e = 1 := by
     rw [← Real.exp_add, neg_add_cancel, Real.exp_zero]
-  have h1 : Real.exp (-e) * (1 + e + e ^ 2 / 2) ≤ 1 := by
-    rw [← hprod]
-    exact mul_le_mul_of_nonneg_left hq (Real.exp_pos _).le
+  have h1 : Real.exp (-e) * (1 + e + e ^ 2 / 2) ≤ 1 :=
+    calc Real.exp (-e) * (1 + e + e ^ 2 / 2)
+        ≤ Real.exp (-e) * Real.exp e :=
+          mul_le_mul_of_nonneg_left hq (Real.exp_pos _).le
+      _ = 1 := hprod
   have h2 : 1 ≤ (1 - e + e ^ 2 / 2) * (1 + e + e ^ 2 / 2) := by
     nlinarith [sq_nonneg (e ^ 2)]
```
